# Bounded charge drift under a positive definite approximate inverse overlap

Let \(H\) be a Hermitian matrix, \(S\) a positive definite overlap matrix, and \(M\) an approximation to \(S^{-1}\) such that, for some real \(a,b>0\), both \(M-aS^{-1}\) and \(bS^{-1}-M\) are positive semidefinite. Then every solution of \(\psi'=-iMH\psi\) conserves \(\langle\psi,M^{-1}\psi\rangle\), and its charge obeys

\[
\frac ab\,\langle\psi(0),S\psi(0)\rangle\;\le\;\langle\psi(t),S\psi(t)\rangle\;\le\;\frac ba\,\langle\psi(0),S\psi(0)\rangle
\qquad\text{for all real } t .
\]

With ultrasoft pseudopotentials and fixed ions the equation of motion is \(iS\psi'=H\psi\) (with \(\hbar=1\)). Solved for the derivative it reads \(\psi'=-iS^{-1}H\psi\), and a scheme that works with this form may replace \(S^{-1}\) by an approximation \(M\). For a linear equation in a finite basis, solved without time-step error, the result bounds the charge error caused by an approximate inverse. The constants \(a\) and \(b\) measure the quality of that inverse: the eigenvalues of \(MS\) lie between them, and all equal 1 when \(M=S^{-1}\).

## States, charge and equation of motion

A state is a complex vector `n → ℂ` over a finite index type `n`, and operators are complex square matrices.

In Lean 4 with Mathlib:

```lean
import Mathlib

open Matrix
open scoped ComplexOrder

namespace ApproximateInverseOverlap

noncomputable section

variable {n : Type*} [Fintype n] [DecidableEq n]
```

For a matrix \(W\), `expect W x` is the real part of \(\langle x,Wx\rangle=x^\dagger Wx\). For Hermitian \(W\) the form is already real. The charge of a single state is `expect S x`; no normalisation is imposed.

```lean
/-- The real part of the quadratic form `⟨x, W x⟩`. For `W = S`, the overlap operator,
it is the charge of the state `x`. -/
def expect (W : Matrix n n ℂ) (x : n → ℂ) : ℝ := (star x ⬝ᵥ W *ᵥ x).re
```

The predicate `IsSolution M H ψ` says that the trajectory has the derivative \(-iMH\psi(t)\) at every real time. Here \(M\) and \(H\) are constant, and the solution is given, not constructed.

```lean
/-- The trajectory `ψ` obeys `ψ' = -i M H ψ` at all times; `M` stands in for the inverse
overlap. -/
def IsSolution (M H : Matrix n n ℂ) (ψ : ℝ → n → ℂ) : Prop :=
  ∀ t, HasDerivAt ψ ((-Complex.I) • ((M * H) *ᵥ ψ t)) t
```

## Inversion reverses the operator order

Suppose that \(A\) and \(B\) are invertible with Hermitian inverses, and that \(B\) and \(A-B\) are positive semidefinite. Expanding the products gives

\[
\begin{aligned}
&(B^{-1}-A^{-1})B(B^{-1}-A^{-1})+A^{-1}(A-B)A^{-1}\\
&\quad=\bigl(B^{-1}-2A^{-1}+A^{-1}BA^{-1}\bigr)+\bigl(A^{-1}-A^{-1}BA^{-1}\bigr)\\
&\quad=B^{-1}-A^{-1}.
\end{aligned}
\]

Each term on the left has the form \(C^\dagger PC\) with \(P\) positive semidefinite, so \(B^{-1}-A^{-1}\) is positive semidefinite. In the code `A'` and `B'` are the inverses, `h` is the positivity of the sum, and `e` is the identity.

```lean
/-- Inversion reverses the operator order: if `B` is positive semidefinite, `A - B` is positive
semidefinite, and `A`, `B` have Hermitian inverses `A'`, `B'`, then `B' - A'` is positive
semidefinite. -/
theorem inverse_antitone {A B A' B' : Matrix n n ℂ} (hA' : A'.IsHermitian)
    (hB' : B'.IsHermitian) (hA : A' * A = 1) (hB : B' * B = 1)
    (hpos : B.PosSemidef) (hAB : (A - B).PosSemidef) : (B' - A').PosSemidef := by
  have h := (hpos.conjTranspose_mul_mul_same (B' - A')).add
    (hAB.conjTranspose_mul_mul_same A')
  rw [conjTranspose_sub, hA'.eq, hB'.eq] at h
  have hBB : B * B' = 1 := mul_eq_one_comm.1 hB
  -- the difference of the inverses is a sum of two positive terms
  have e : (B' - A') * B * (B' - A') + A' * (A - B) * A' = B' - A' := by
    calc (B' - A') * B * (B' - A') + A' * (A - B) * A'
        = (B' * B) * B' - (B' * B) * A' - A' * (B * B') + (A' * A) * A' := by noncomm_ring
      _ = B' - A' := by
          rw [hA, hB, hBB]
          noncomm_ring
  rwa [e] at h
```

## The charge lies between multiples of a modified form

If \(B-A\) is positive semidefinite, then \(\langle x,(B-A)x\rangle\ge0\), and by linearity \(\langle x,Ax\rangle\le\langle x,Bx\rangle\), read as an inequality of real parts.

```lean
omit [DecidableEq n] in
/-- If `B - A` is positive semidefinite, then the real part of the quadratic form of `A` is at most
that of `B` in every state. -/
theorem expect_mono {A B : Matrix n n ℂ} (h : (B - A).PosSemidef) (x : n → ℂ) :
    expect A x ≤ expect B x := by
  have h0 := (Complex.le_def.1 (h.dotProduct_mulVec_nonneg x)).1
  rw [sub_mulVec, dotProduct_sub, Complex.sub_re, Complex.zero_re] at h0
  exact sub_nonneg.1 h0
```

The matrix \(M=aS^{-1}+(M-aS^{-1})\) is a positive definite matrix plus a positive semidefinite one. It is therefore positive definite, which need not be assumed separately. Inverting the two operator bounds shows that

\[
\tfrac1a S-M^{-1}\quad\text{and}\quad M^{-1}-\tfrac1b S
\]

are positive semidefinite. Taking expectation values and clearing the factors gives

\[
a\,\langle x,M^{-1}x\rangle\le\langle x,Sx\rangle\le b\,\langle x,M^{-1}x\rangle .
\]

The proof obtains `h1` and `h2` by applying the inversion lemma first to \(A=M\), \(B=aS^{-1}\), then to \(A=bS^{-1}\), \(B=M\).

```lean
/-- If `S` is positive definite, `a, b > 0`, and `M` lies between `a S⁻¹` and `b S⁻¹`, then the
charge of every state lies between `a` and `b` times `⟨x, M⁻¹ x⟩`. -/
theorem charge_sandwich {S M : Matrix n n ℂ} {a b : ℝ} (hS : S.PosDef) (ha : 0 < a)
    (hb : 0 < b) (hlow : (M - a • S⁻¹).PosSemidef) (hup : (b • S⁻¹ - M).PosSemidef)
    (x : n → ℂ) :
    a * expect M⁻¹ x ≤ expect S x ∧ expect S x ≤ b * expect M⁻¹ x := by
  have hM : M.PosDef := by
    have h := (hS.inv.smul ha).add_posSemidef hlow
    rwa [add_sub_cancel] at h
  have hMu : M⁻¹ * M = 1 := nonsing_inv_mul M ((isUnit_iff_isUnit_det M).1 hM.isUnit)
  have hSu : S * S⁻¹ = 1 := mul_nonsing_inv S ((isUnit_iff_isUnit_det S).1 hS.isUnit)
  have hinv : ∀ c : ℝ, 0 < c → (c⁻¹ • S) * (c • S⁻¹) = 1 := fun c hc => by
    rw [smul_mul_smul_comm, inv_mul_cancel₀ hc.ne', hSu, one_smul]
  have hherm : ∀ c : ℝ, 0 < c → (c⁻¹ • S).IsHermitian := fun c hc =>
    (hS.smul (inv_pos.2 hc)).isHermitian
  have hsc : ∀ c : ℝ, expect (c • S) x = c * expect S x := fun c => by
    simp [expect, smul_mulVec, dotProduct_smul]
  -- invert both operator inequalities
  have h1 := expect_mono (inverse_antitone hM.inv.isHermitian (hherm a ha) hMu (hinv a ha)
    (hS.inv.smul ha).posSemidef hlow) x
  have h2 := expect_mono (inverse_antitone (hherm b hb) hM.inv.isHermitian (hinv b hb) hMu
    hM.posSemidef hup) x
  rw [hsc] at h1 h2
  exact ⟨(le_inv_mul_iff₀ ha).1 h1, (inv_mul_le_iff₀ hb).1 h2⟩
```

## Conservation of the modified charge

For a trajectory with derivative \(v\) at time \(t\) and a constant matrix \(W\), the product rule reads

\[
\frac{d}{dt}\langle\psi,W\psi\rangle=\langle v,W\psi\rangle+\langle\psi,Wv\rangle .
\]

The lemma differentiates each component and sums.

```lean
omit [DecidableEq n] in
/-- Product rule for the quadratic form `⟨ψ, W ψ⟩` along a differentiable trajectory. -/
theorem hasDerivAt_form (W : Matrix n n ℂ) {ψ : ℝ → n → ℂ} {v : n → ℂ} {t : ℝ}
    (h : HasDerivAt ψ v t) :
    HasDerivAt (fun s => star (ψ s) ⬝ᵥ W *ᵥ ψ s)
      (star v ⬝ᵥ W *ᵥ ψ t + star (ψ t) ⬝ᵥ W *ᵥ v) t := by
  have hc := hasDerivAt_pi.1 h
  have hW : ∀ i, HasDerivAt (fun s => ∑ j, W i j * ψ s j) (∑ j, W i j * v j) t :=
    fun i => HasDerivAt.fun_sum fun j _ => (hc j).const_mul (W i j)
  have hs := HasDerivAt.fun_sum (u := Finset.univ)
    fun i _ => ((hc i).star).fun_mul (hW i)
  have hf : HasDerivAt (fun s => star (ψ s) ⬝ᵥ W *ᵥ ψ s) _ t := hs
  refine hf.congr_deriv ?_
  simp [dotProduct, mulVec, Finset.sum_add_distrib]
```

Now put \(W=M^{-1}\) and \(v=-iMH\psi\). Since \(H\) and \(M\) are Hermitian, \((MH)^\dagger=HM\), and

\[
\begin{aligned}
\frac{d}{dt}\langle\psi,M^{-1}\psi\rangle
&=i\langle\psi,HMM^{-1}\psi\rangle-i\langle\psi,M^{-1}MH\psi\rangle\\
&=i\langle\psi,H\psi\rangle-i\langle\psi,H\psi\rangle=0 .
\end{aligned}
\]

The equalities `e1` and `e2` are the two cancellations of \(M\) against its inverse. A function whose derivative vanishes at all times is constant. This step needs \(M\) only to be Hermitian and invertible.

```lean
/-- For Hermitian `H` and Hermitian invertible `M`, solutions of `ψ' = -i M H ψ` conserve
`⟨ψ, M⁻¹ ψ⟩`. -/
theorem modified_charge_conserved {M H : Matrix n n ℂ} (hH : H.IsHermitian)
    (hM : M.IsHermitian) (hu : IsUnit M.det) {ψ : ℝ → n → ℂ} (hψ : IsSolution M H ψ)
    (t : ℝ) : expect M⁻¹ (ψ t) = expect M⁻¹ (ψ 0) := by
  have hd : ∀ s, HasDerivAt (fun s => star (ψ s) ⬝ᵥ M⁻¹ *ᵥ ψ s) 0 s := fun s => by
    refine (hasDerivAt_form M⁻¹ (hψ s)).congr_deriv ?_
    have e1 : (M * H)ᴴ * M⁻¹ = H := by
      rw [conjTranspose_mul, hH.eq, hM.eq, mul_assoc, mul_nonsing_inv M hu, mul_one]
    have e2 : M⁻¹ * (M * H) = H := by
      rw [← mul_assoc, nonsing_inv_mul M hu, one_mul]
    -- both terms reduce to the energy form, with opposite signs
    rw [star_smul, star_mulVec, smul_dotProduct, ← dotProduct_mulVec, mulVec_mulVec, e1,
      mulVec_smul, mulVec_mulVec, e2, dotProduct_smul]
    simp
  exact congrArg Complex.re
    (is_const_of_deriv_eq_zero (fun s => (hd s).differentiableAt) (fun s => (hd s).deriv) t 0)
```

## The drift bounds

Write \(N(t)=\langle\psi(t),S\psi(t)\rangle\) for the charge and \(Q=\langle\psi,M^{-1}\psi\rangle\) for the conserved value. The bounds \(aQ\le N\le bQ\) hold at both times with the same \(Q\), so

\[
N(t)\le bQ\le\frac ba N(0),\qquad
N(t)\ge aQ\ge\frac ab N(0).
\]

The theorem returns the conservation law together with both bounds. Its proof applies the comparison at times \(0\) and \(t\), replaces \(Q(t)\) by \(Q(0)\), and clears denominators; `nlinarith` then combines the inequalities.

```lean
/-- Bounded charge drift: let `H` be Hermitian, `S` positive definite, `a, b > 0`, and `M` lie
between `a S⁻¹` and `b S⁻¹`. Solutions of `ψ' = -i M H ψ` conserve `⟨ψ, M⁻¹ ψ⟩`, and their charge
`⟨ψ, S ψ⟩` stays between `a/b` and `b/a` times its initial value. -/
theorem charge_drift_bounded {H S M : Matrix n n ℂ} {a b : ℝ} (hH : H.IsHermitian)
    (hS : S.PosDef) (ha : 0 < a) (hb : 0 < b) (hlow : (M - a • S⁻¹).PosSemidef)
    (hup : (b • S⁻¹ - M).PosSemidef) {ψ : ℝ → n → ℂ} (hψ : IsSolution M H ψ) (t : ℝ) :
    expect M⁻¹ (ψ t) = expect M⁻¹ (ψ 0) ∧
      a / b * expect S (ψ 0) ≤ expect S (ψ t) ∧
      expect S (ψ t) ≤ b / a * expect S (ψ 0) := by
  have hM : M.PosDef := by
    have h := (hS.inv.smul ha).add_posSemidef hlow
    rwa [add_sub_cancel] at h
  have hc := modified_charge_conserved hH hM.isHermitian
    ((isUnit_iff_isUnit_det M).1 hM.isUnit) hψ t
  obtain ⟨l0, u0⟩ := charge_sandwich hS ha hb hlow hup (ψ 0)
  obtain ⟨lt, ut⟩ := charge_sandwich hS ha hb hlow hup (ψ t)
  rw [hc] at lt ut
  refine ⟨hc, ?_, ?_⟩
  · rw [div_mul_eq_mul_div, div_le_iff₀ hb]
    nlinarith [mul_le_mul_of_nonneg_left u0 ha.le, mul_le_mul_of_nonneg_left lt hb.le]
  · rw [div_mul_eq_mul_div, le_div_iff₀ ha]
    nlinarith [mul_le_mul_of_nonneg_left l0 hb.le, mul_le_mul_of_nonneg_left ut ha.le]
```

The same argument gives a neighbouring result for a driven system. If \(H\) is replaced by a Hermitian \(H(t)\) while \(S\) and \(M\) stay fixed, the two terms in the derivative still cancel at each instant, and the same bounds follow. The theorem above is stated for constant \(H\).

## The exact inverse conserves charge

For \(M=S^{-1}\) the conserved form is \(\langle\psi,(S^{-1})^{-1}\psi\rangle=\langle\psi,S\psi\rangle\), which is the charge itself.

```lean
/-- With the exact inverse overlap, Hermitian `H` and positive definite `S`, the charge
`⟨ψ, S ψ⟩` is conserved. -/
theorem charge_conserved_of_exact_inverse {H S : Matrix n n ℂ} (hH : H.IsHermitian)
    (hS : S.PosDef) {ψ : ℝ → n → ℂ} (hψ : IsSolution S⁻¹ H ψ) (t : ℝ) :
    expect S (ψ t) = expect S (ψ 0) := by
  have h := modified_charge_conserved hH hS.inv.isHermitian
    ((isUnit_iff_isUnit_det _).1 hS.inv.isUnit) hψ t
  rwa [nonsing_inv_nonsing_inv S ((isUnit_iff_isUnit_det S).1 hS.isUnit)] at h
```

## A two-level system that attains the upper bound

Take \(0<p\le q\), \(S=1\), \(a=p^2\), \(b=q^2\) and the approximate inverse \(M=\mathrm{diag}(p^2,q^2)\).

```lean
/-- A two-level approximate inverse overlap, `diag(p², q²)`. -/
def twoLevelM (p q : ℝ) : Matrix (Fin 2) (Fin 2) ℂ :=
  diagonal ![(p : ℂ) ^ 2, (q : ℂ) ^ 2]
```

The Hamiltonian couples the two levels with strength \(1/(pq)\):

\[
H=\begin{pmatrix}0&1/(pq)\\1/(pq)&0\end{pmatrix},\qquad
MH=\begin{pmatrix}0&p/q\\q/p&0\end{pmatrix}.
\]

```lean
/-- A two-level Hamiltonian with coupling `1/(p q)` and zero diagonal, for nonzero `p`, `q`. -/
def twoLevelH (p q : ℝ) : Matrix (Fin 2) (Fin 2) ℂ :=
  !![0, ((1 / (p * q) : ℝ) : ℂ); ((1 / (p * q) : ℝ) : ℂ), 0]
```

The trajectory is \(\psi(t)=(p\cos t,\,-iq\sin t)\).

```lean
/-- The two-level trajectory `(p cos t, -i q sin t)`. -/
def twoLevelPsi (p q : ℝ) (t : ℝ) : Fin 2 → ℂ :=
  ![(p : ℂ) * (Real.cos t : ℂ), -Complex.I * ((q : ℂ) * (Real.sin t : ℂ))]
```

It solves the equation, because

\[
-iMH\psi=\bigl(-p\sin t,\,-iq\cos t\bigr)=\psi'.
\]

The operator bounds hold since \(M-p^2=\mathrm{diag}(0,q^2-p^2)\) and \(q^2-M=\mathrm{diag}(q^2-p^2,0)\). The charge is \(p^2\cos^2t+q^2\sin^2t\), which equals \(p^2\) at \(t=0\) and \(q^2\) at \(t=\pi/2\). Dividing the trajectory by \(p\) normalises the initial charge to 1, and the later charge becomes \(q^2/p^2=b/a\). The factor in the upper bound therefore cannot be lowered in general.

The theorem checks the Hermiticity of \(H\), the two operator bounds, the equation of motion and the charge ratio, in that order. The remaining conditions, positive definiteness of the identity and positivity of \(p^2\) and \(q^2\), are immediate.

```lean
/-- The upper drift bound is attained: for `0 < p ≤ q`, `S = 1`, `a = p²` and `b = q²`, the
two-level Hamiltonian is Hermitian, `diag(p², q²)` lies between `a S⁻¹` and `b S⁻¹`, the two-level
trajectory solves the equation of motion, and at time `π/2` its charge is `b/a` times the initial
one. -/
theorem drift_bound_attained {p q : ℝ} (hp : 0 < p) (hpq : p ≤ q) :
    (twoLevelH p q).IsHermitian ∧
      (twoLevelM p q - (p ^ 2) • (1 : Matrix (Fin 2) (Fin 2) ℂ)⁻¹).PosSemidef ∧
      ((q ^ 2) • (1 : Matrix (Fin 2) (Fin 2) ℂ)⁻¹ - twoLevelM p q).PosSemidef ∧
      IsSolution (twoLevelM p q) (twoLevelH p q) (twoLevelPsi p q) ∧
      expect 1 (twoLevelPsi p q (Real.pi / 2)) =
        q ^ 2 / p ^ 2 * expect 1 (twoLevelPsi p q 0) := by
  have hp' : (p : ℂ) ≠ 0 := Complex.ofReal_ne_zero.2 hp.ne'
  have hq' : (q : ℂ) ≠ 0 := Complex.ofReal_ne_zero.2 (hp.trans_le hpq).ne'
  have hd : (0 : ℂ) ≤ ((q ^ 2 - p ^ 2 : ℝ) : ℂ) :=
    Complex.zero_le_real.2 (by nlinarith)
  refine ⟨?_, ?_, ?_, ?_, ?_⟩
  · ext i j
    fin_cases i <;> fin_cases j <;> simp [twoLevelH]
  · have e : twoLevelM p q - (p ^ 2) • (1 : Matrix (Fin 2) (Fin 2) ℂ)⁻¹ =
        diagonal ![0, ((q ^ 2 - p ^ 2 : ℝ) : ℂ)] := by
      ext i j
      fin_cases i <;> fin_cases j <;> simp [twoLevelM]
    rw [e]
    refine PosSemidef.diagonal fun i => ?_
    fin_cases i
    · exact le_refl (0 : ℂ)
    · exact hd
  · have e : (q ^ 2) • (1 : Matrix (Fin 2) (Fin 2) ℂ)⁻¹ - twoLevelM p q =
        diagonal ![((q ^ 2 - p ^ 2 : ℝ) : ℂ), 0] := by
      ext i j
      fin_cases i <;> fin_cases j <;> simp [twoLevelM]
    rw [e]
    refine PosSemidef.diagonal fun i => ?_
    fin_cases i
    · exact hd
    · exact le_refl (0 : ℂ)
  · intro t
    have hMH : twoLevelM p q * twoLevelH p q = !![0, (p : ℂ) / q; (q : ℂ) / p, 0] := by
      ext i j
      fin_cases i <;> fin_cases j <;> simp [twoLevelM, twoLevelH] <;> field_simp
    have h1 : (p : ℂ) / q * q = p := div_mul_cancel₀ _ hq'
    have h2 : (q : ℂ) / p * p = q := div_mul_cancel₀ _ hp'
    rw [hMH]
    refine hasDerivAt_pi.2 fun i => ?_
    fin_cases i
    · refine (((Real.hasDerivAt_cos t).ofReal_comp).const_mul (p : ℂ)).congr_deriv ?_
      have c : (p : ℂ) * ((-Real.sin t : ℝ) : ℂ) =
          -Complex.I * (-Complex.I * ((q : ℂ) * (Real.sin t : ℂ)) * ((p : ℂ) / q)) := by
        push_cast
        linear_combination (-Complex.I ^ 2 * Complex.sin t) * h1
          - (p : ℂ) * Complex.sin t * Complex.I_sq
      simpa [twoLevelPsi, mulVec, dotProduct, Fin.sum_univ_two] using c
    · refine ((((Real.hasDerivAt_sin t).ofReal_comp).const_mul (q : ℂ)).const_mul
        (-Complex.I)).congr_deriv ?_
      have c : -Complex.I * ((q : ℂ) * (Real.cos t : ℂ)) =
          -Complex.I * ((p : ℂ) * (Real.cos t : ℂ) * ((q : ℂ) / p)) := by
        linear_combination (Complex.I * (Real.cos t : ℂ)) * h2
      simpa [twoLevelPsi, mulVec, dotProduct, Fin.sum_univ_two] using c
  · -- the charge is `p²` at time `0` and `q²` at time `π/2`
    have e0 : expect 1 (twoLevelPsi p q 0) = p ^ 2 := by
      simp [expect, twoLevelPsi, dotProduct, Fin.sum_univ_two, pow_two]
    have e1 : expect 1 (twoLevelPsi p q (Real.pi / 2)) = q ^ 2 := by
      simp [expect, twoLevelPsi, dotProduct, Fin.sum_univ_two, pow_two]
    rw [e0, e1, div_mul_cancel₀ _ (pow_ne_zero 2 hp.ne')]

end

end ApproximateInverseOverlap
```

```lean
#print axioms ApproximateInverseOverlap.charge_drift_bounded
-- 'ApproximateInverseOverlap.charge_drift_bounded' depends on axioms: [propext, Classical.choice, Quot.sound]
#print axioms ApproximateInverseOverlap.charge_conserved_of_exact_inverse
-- 'ApproximateInverseOverlap.charge_conserved_of_exact_inverse' depends on axioms: [propext, Classical.choice, Quot.sound]
#print axioms ApproximateInverseOverlap.drift_bound_attained
-- 'ApproximateInverseOverlap.drift_bound_attained' depends on axioms: [propext, Classical.choice, Quot.sound]
```
